# Weighted absorption and energy loss of a Lorentz oscillator peak at different frequencies

Light shone on a polarisable solid is absorbed most strongly near a resonance of the bound charges. A fast electron sent through the same solid also gives up energy to those charges, but its loss spectrum has its peak at a higher frequency. Both spectra come from one dielectric function $\varepsilon(w)$. How can one resonance appear at two places?

The two probes hold different fields fixed. For a field $E$ of given amplitude inside the medium, the mean dissipated power is proportional to $w\,\mathrm{Im}\,\varepsilon\,|E|^2$. A fast charge instead prescribes the displacement $D$, and since $E\propto D/\varepsilon$, the dissipated power is proportional to $w\,\mathrm{Im}(-1/\varepsilon)\,|D|^2$. For a single damped oscillator, the maxima of both weighted functions can be found in closed form.

## The reciprocal of an oscillator is an oscillator

Let $w$ be the driving frequency, $w_0$ the resonance frequency, $w_p$ the plasma frequency that measures the oscillator's strength, and $g$ the damping rate. For any frequency $\Omega$ put
$$D_\Omega(w)=\Omega^2-w^2-igw,\qquad \varepsilon(w)=e+\frac{w_p^2}{D_{w_0}(w)}.$$
With a subscript, $D$ denotes this denominator and not the displacement. The constant $e$ is a background permittivity, not a charge. It stands for the polarisation of much higher transitions, which follows the field without delay; $e=1$ means that there are none. The damping $g$ stands for the transfer of energy from the oscillator to everything the model leaves out. All parameters are positive.

Define the longitudinal frequency by $w_L^2=w_0^2+w_p^2/e$. Then $D_{w_L}=D_{w_0}+w_p^2/e$, and so
$$\varepsilon=\frac{e\,D_{w_0}+w_p^2}{D_{w_0}}=e\,\frac{D_{w_L}}{D_{w_0}}.$$
Neither denominator vanishes at real $w$: the imaginary part $-gw$ is zero only at $w=0$, where the real part is $\Omega^2>0$. We may therefore invert:
$$-\frac1\varepsilon=-\frac1e\,\frac{D_{w_L}-w_p^2/e}{D_{w_L}}=-\frac1e+\frac{w_p^2/e^2}{D_{w_L}}.$$
This is again a constant plus an oscillator. The damping is unchanged, and the frequency has moved from $w_0$ up to $w_L$.

## Locating both maxima with one identity

For real $c$ and $A>0$, the weighted imaginary part of $c+A/D_\Omega$ is
$$P(w)=\frac{A\,g\,w^2}{(\Omega^2-w^2)^2+g^2w^2},\qquad P(\Omega)=\frac Ag.$$
Subtracting gives
$$\frac Ag-P(w)=\frac Ag\,\frac{(\Omega^2-w^2)^2}{(\Omega^2-w^2)^2+g^2w^2}\ \ge 0,$$
with equality for $w>0$ only at $w=\Omega$. Taking $\Omega=w_0$, $A=w_p^2$ places the maximum of $w\,\mathrm{Im}\,\varepsilon$ at $w_0$. Taking $\Omega=w_L$, $A=w_p^2/e^2$ places that of $w\,\mathrm{Im}(-1/\varepsilon)$ at $w_L$, with height $w_p^2/(e^2g)$.

The factor $w$ matters. Beyond $\Omega$ both $P(w)$ and $1/w$ are smaller than at $\Omega$, and at $\Omega$ itself $P$ is flat while $1/w$ falls, so the unweighted imaginary part has its maximum below $\Omega$. The absorption coefficient of a light beam is a third quantity: it is proportional to $w\,\mathrm{Im}\,\varepsilon/n$, where the refractive index $n=\mathrm{Re}\sqrt{\varepsilon}$ also varies with $w$, so its maximum need not lie at $w_0$.

The sign of the damping matters too. With $e=w_0=w_p=1$ and $g=-1$, the function $w\,\mathrm{Im}\,\varepsilon$ is $-1$ at $w=1$ but $-4/13$ at $w=2$, so $w_0$ is not a maximum. Requiring only $g\neq0$ would not be enough.

## A spectrum with $w_0=3$ and $w_p=4$

A calculation of optical response typically delivers the real and imaginary parts of $\varepsilon$ on a frequency grid, and the loss function is then formed pointwise as $\mathrm{Im}\,\varepsilon/|\varepsilon|^2$. Take $e=1$, $w_0=3$, $w_p=4$, $g=1$, with energies in eV, so that $w_L=5$.

At $w=3$ one finds $\varepsilon=1+16i/3$, hence $w\,\mathrm{Im}\,\varepsilon=16$, while the weighted loss is only about $0.54$. At $w=5$ one finds $\varepsilon=(25+80i)/281$. This is small in modulus, and its reciprocal gives $-1/\varepsilon=-1+3.2i$, so the weighted loss is $16=w_p^2/g$. The loss peak sits where $\varepsilon$ is small. It belongs to a damped longitudinal oscillation of the medium near 5 eV, while the transverse resonance $w_0$ stays at 3 eV.

## The model in Lean

The definitions follow the formulas above. All parameters are real and the response is complex. The sign of the term $-igw$ corresponds to the time dependence $e^{-iwt}$ (here $e$ is Euler's number), for which absorption means $\mathrm{Im}\,\varepsilon>0$ at $w>0$.

```lean
import Mathlib

open Complex

namespace LorentzEnergyLoss

noncomputable section

/-- The resonance denominator `Ω² - w² - i g w` of an oscillator with frequency `Ω` and
damping `g`, driven at frequency `w`. -/
def lorentzDen (Ω g w : ℝ) : ℂ := (Ω : ℂ) ^ 2 - (w : ℂ) ^ 2 - I * g * w

/-- The Lorentz dielectric function `e + wp² / (w0² - w² - i g w)` with background constant `e`,
on the domain where the resonance denominator is nonzero. -/
def dielectric (e w0 wp g w : ℝ) : ℂ := (e : ℂ) + (wp : ℂ) ^ 2 / lorentzDen w0 g w

/-- The longitudinal frequency `√(w0² + wp² / e)`, for a background constant `e > 0`. -/
def longitudinalFrequency (e w0 wp : ℝ) : ℝ := √(w0 ^ 2 + wp ^ 2 / e)
```

Here `lorentzDen Ω g w` is $D_\Omega(w)$, `dielectric e w0 wp g w` is $\varepsilon(w)$, and `longitudinalFrequency e w0 wp` is $w_L$. The model is linear and isotropic, with one resonance, constant damping and no dependence on momentum transfer. The relation between a measured cross-section and $\mathrm{Im}(-1/\varepsilon)$ is physical input and does not appear in the code.

## Denominators without real zeros

The first lemma splits the denominator into real and imaginary parts. The theorem after it repeats the argument above: the imaginary part forces $w=0$, and the real part then contradicts $\Omega>0$.

```lean
lemma lorentzDen_eq (Ω g w : ℝ) : lorentzDen Ω g w = ⟨Ω ^ 2 - w ^ 2, -(g * w)⟩ := by
  apply Complex.ext <;> simp [lorentzDen, pow_two]

/-- With positive frequency and positive damping, the resonance denominator vanishes at no
real driving frequency. -/
theorem lorentzDen_ne_zero {Ω g : ℝ} (hΩ : 0 < Ω) (hg : 0 < g) (w : ℝ) :
    lorentzDen Ω g w ≠ 0 := by
  intro h
  rw [lorentzDen_eq] at h
  have h1 : Ω ^ 2 - w ^ 2 = 0 := congrArg Complex.re h
  have h2 : -(g * w) = 0 := congrArg Complex.im h
  have hw : w = 0 := (mul_eq_zero.mp (neg_eq_zero.mp h2)).resolve_left hg.ne'
  rw [hw] at h1
  nlinarith [pow_pos hΩ 2]
```

Two facts about $w_L$ follow. Its square, as a complex number, is $w_0^2+w_p^2/e$, and it is positive. The first uses that the number under the root is nonnegative, which `positivity` establishes from $e>0$.

```lean
lemma longitudinalFrequency_sq {e : ℝ} (he : 0 < e) (w0 wp : ℝ) :
    (longitudinalFrequency e w0 wp : ℂ) ^ 2 = (w0 : ℂ) ^ 2 + (wp : ℂ) ^ 2 / e := by
  have h : longitudinalFrequency e w0 wp ^ 2 = w0 ^ 2 + wp ^ 2 / e :=
    Real.sq_sqrt (by positivity)
  rw [← Complex.ofReal_pow, h]
  simp

lemma longitudinalFrequency_pos {e w0 : ℝ} (he : 0 < e) (h0 : 0 < w0) (wp : ℝ) :
    0 < longitudinalFrequency e w0 wp :=
  Real.sqrt_pos.mpr (by positivity)
```

## Factorising and inverting the dielectric function

The factorisation is proved by multiplying through by $D_{w_0}$. What remains is $e\,D_{w_0}+w_p^2=e\,D_{w_L}$, which `linear_combination` derives from the formula for $w_L^2$ and from $e\,(w_p^2/e)=w_p^2$.

```lean
/-- For a positive background constant, and where the transverse denominator is nonzero, the
dielectric function is the background times the longitudinal over the transverse denominator. -/
theorem dielectric_factor {e w0 g w : ℝ} (he : 0 < e) (wp : ℝ)
    (hd : lorentzDen w0 g w ≠ 0) :
    dielectric e w0 wp g w =
      e * lorentzDen (longitudinalFrequency e w0 wp) g w / lorentzDen w0 g w := by
  have he' : (e : ℂ) ≠ 0 := Complex.ofReal_ne_zero.mpr he.ne'
  have hL := longitudinalFrequency_sq he w0 wp
  have hc : (e : ℂ) * ((wp : ℂ) ^ 2 / e) = (wp : ℂ) ^ 2 := by field_simp
  rw [eq_div_iff hd]
  unfold dielectric
  rw [add_mul, div_mul_cancel₀ _ hd]
  unfold lorentzDen
  linear_combination -hc - (e : ℂ) * hL
```

A product and quotient of nonzero factors is nonzero, so $\varepsilon$ has no real zero. Lean sets division by zero equal to zero, and this theorem ensures that $-1/\varepsilon$ is a true reciprocal throughout.

```lean
/-- With positive background, resonance frequency and damping, the dielectric function has no
zero at real frequencies. -/
theorem dielectric_ne_zero {e w0 g : ℝ} (he : 0 < e) (h0 : 0 < w0) (hg : 0 < g) (wp w : ℝ) :
    dielectric e w0 wp g w ≠ 0 := by
  rw [dielectric_factor he wp (lorentzDen_ne_zero h0 hg w)]
  exact div_ne_zero (mul_ne_zero (Complex.ofReal_ne_zero.mpr he.ne')
    (lorentzDen_ne_zero (longitudinalFrequency_pos he h0 wp) hg w))
    (lorentzDen_ne_zero h0 hg w)
```

The next theorem is the oscillator form of $-1/\varepsilon$. In its proof `hd` is the relation $D_{w_0}=D_{w_L}-w_p^2/e$, and `h1` says that $D_{w_L}$ times its inverse is one. After the factorisation has been inserted, these two give the result, as in the derivation above. The strength $w_p$ may be any real number here, including zero.

```lean
/-- With positive background, resonance frequency and damping, `-1/eps` is a constant plus a
Lorentz oscillator of strength `wp² / e²` at the longitudinal frequency, with the same damping. -/
theorem neg_inv_dielectric {e w0 g : ℝ} (he : 0 < e) (h0 : 0 < w0) (hg : 0 < g) (wp w : ℝ) :
    -1 / dielectric e w0 wp g w =
      -1 / (e : ℂ) + (wp : ℂ) ^ 2 / (e : ℂ) ^ 2 /
        lorentzDen (longitudinalFrequency e w0 wp) g w := by
  have hL := longitudinalFrequency_sq he w0 wp
  have h1 := mul_inv_cancel₀
    (lorentzDen_ne_zero (longitudinalFrequency_pos he h0 wp) hg w)
  -- the two denominators differ by the constant `wp² / e`
  have hd : lorentzDen w0 g w =
      lorentzDen (longitudinalFrequency e w0 wp) g w - (wp : ℂ) ^ 2 / e := by
    unfold lorentzDen
    linear_combination -hL
  rw [dielectric_factor he wp (lorentzDen_ne_zero h0 hg w), div_div_eq_mul_div]
  linear_combination (-(e : ℂ)⁻¹) * h1 -
    ((e : ℂ)⁻¹ * (lorentzDen (longitudinalFrequency e w0 wp) g w)⁻¹) * hd
```

## The peak of a constant plus an oscillator

The lemma `power_eq` is the formula for $P(w)$, and `power_at_resonance` is its value $A/g$ at $w=\Omega$. The constant $c$ is real, so it contributes nothing to the imaginary part.

```lean
lemma power_eq (c A Ω g w : ℝ) :
    w * ((c : ℂ) + (A : ℂ) / lorentzDen Ω g w).im =
      A * g * w ^ 2 / ((Ω ^ 2 - w ^ 2) ^ 2 + (g * w) ^ 2) := by
  rw [lorentzDen_eq, Complex.add_im, Complex.div_im, Complex.normSq_mk]
  simp only [Complex.ofReal_im, Complex.ofReal_re]
  ring

lemma power_at_resonance (c A : ℝ) {Ω g : ℝ} (hΩ : 0 < Ω) (hg : 0 < g) :
    Ω * ((c : ℂ) + (A : ℂ) / lorentzDen Ω g Ω).im = A / g := by
  have h : (Ω ^ 2 - Ω ^ 2) ^ 2 + (g * Ω) ^ 2 = g ^ 2 * Ω ^ 2 := by ring
  rw [power_eq, h]
  field_simp
```

A unique maximum is expressed as an equivalence. For a given $w>0$, the value at $w$ is at least as large as the value at every $v>0$ if and only if $w=\Omega$. Read from right to left, it says that $\Omega$ is a maximum; read from left to right, that no other positive frequency is one.

```lean
/-- For a real constant plus an oscillator of positive strength, frequency and damping, `w` times
the imaginary part is maximal over positive frequencies exactly at the oscillator frequency. -/
theorem peak_iff (c : ℝ) {A Ω g w : ℝ} (hA : 0 < A) (hΩ : 0 < Ω) (hg : 0 < g) (hw : 0 < w) :
    (∀ v : ℝ, 0 < v → v * ((c : ℂ) + (A : ℂ) / lorentzDen Ω g v).im ≤
      w * ((c : ℂ) + (A : ℂ) / lorentzDen Ω g w).im) ↔ w = Ω := by
  constructor
  · intro h
    -- comparison with the value at resonance forces the detuning to vanish
    have h1 := h Ω hΩ
    rw [power_at_resonance c A hΩ hg, power_eq,
      div_le_div_iff₀ hg (by positivity)] at h1
    have h2 : (Ω ^ 2 - w ^ 2) ^ 2 ≤ 0 := by
      by_contra hn
      nlinarith [mul_pos hA (not_le.mp hn)]
    have h3 : Ω ^ 2 - w ^ 2 = 0 :=
      (pow_eq_zero_iff two_ne_zero).mp (le_antisymm h2 (sq_nonneg _))
    exact (sq_eq_sq₀ hw.le hΩ.le).mp (by linarith)
  · intro h v hv
    rw [h, power_at_resonance c A hΩ hg, power_eq, div_le_div_iff₀ (by positivity) hg]
    nlinarith [mul_nonneg hA.le (sq_nonneg (Ω ^ 2 - v ^ 2))]
```

For the left-to-right direction, the assumption is applied at $v=\Omega$. Clearing denominators with `div_le_div_iff₀` leaves $A(\Omega^2-w^2)^2\le0$, so the detuning vanishes, and positivity of both frequencies gives $w=\Omega$. The other direction clears denominators in the same way and uses $A(\Omega^2-v^2)^2\ge0$. Together they replace the subtraction identity for $A/g-P(w)$.

## Absorption at $w_0$, loss at $w_L$

The lemma `loss_form` writes the constant and the strength in $-1/\varepsilon$ as real numbers, which is the form that `peak_iff` accepts.

```lean
lemma loss_form {e w0 g : ℝ} (he : 0 < e) (h0 : 0 < w0) (hg : 0 < g) (wp w : ℝ) :
    -1 / dielectric e w0 wp g w = ((-1 / e : ℝ) : ℂ) +
      ((wp ^ 2 / e ^ 2 : ℝ) : ℂ) / lorentzDen (longitudinalFrequency e w0 wp) g w := by
  rw [neg_inv_dielectric he h0 hg]
  simp
```

The main theorem has three parts: the equivalence for $w\,\mathrm{Im}\,\varepsilon$ with $w_0$, the equivalence for $w\,\mathrm{Im}(-1/\varepsilon)$ with $w_L$, and the strict ordering $w_0<w_L$. The first two are `peak_iff` applied to the two oscillators. The third holds because $w_p^2/e>0$.

```lean
/-- For positive parameters and over positive frequencies, `w Im eps` is maximal exactly at `w0`
and `w Im(-1/eps)` exactly at the longitudinal frequency, which is larger than `w0`. -/
theorem absorption_and_loss_peaks {e w0 wp g w : ℝ} (he : 0 < e) (h0 : 0 < w0)
    (hp : 0 < wp) (hg : 0 < g) (hw : 0 < w) :
    ((∀ v : ℝ, 0 < v → v * (dielectric e w0 wp g v).im ≤ w * (dielectric e w0 wp g w).im) ↔
      w = w0) ∧
    ((∀ v : ℝ, 0 < v → v * (-1 / dielectric e w0 wp g v).im ≤
      w * (-1 / dielectric e w0 wp g w).im) ↔ w = longitudinalFrequency e w0 wp) ∧
    w0 < longitudinalFrequency e w0 wp := by
  refine ⟨?_, ?_, ?_⟩
  · have form : ∀ v, dielectric e w0 wp g v =
        (e : ℂ) + ((wp ^ 2 : ℝ) : ℂ) / lorentzDen w0 g v := fun v => by simp [dielectric]
    simp only [form]
    exact peak_iff e (by positivity) h0 hg hw
  · simp only [loss_form he h0 hg]
    exact peak_iff (-1 / e) (by positivity) (longitudinalFrequency_pos he h0 wp) hg hw
  · have h : 0 < wp ^ 2 / e := by positivity
    exact (Real.lt_sqrt h0.le).mpr (by linarith)
```

The height of the loss peak is the value at resonance for strength $w_p^2/e^2$.

```lean
/-- With positive background, resonance frequency and damping, the value of `w Im(-1/eps)` at the
longitudinal frequency is `wp² / (e² g)`. -/
theorem loss_peak_height {e w0 g : ℝ} (he : 0 < e) (h0 : 0 < w0) (hg : 0 < g) (wp : ℝ) :
    longitudinalFrequency e w0 wp *
      (-1 / dielectric e w0 wp g (longitudinalFrequency e w0 wp)).im =
      wp ^ 2 / e ^ 2 / g := by
  rw [loss_form he h0 hg]
  exact power_at_resonance _ _ (longitudinalFrequency_pos he h0 wp) hg
```

At $w=0$ the damping term disappears and the factorisation becomes $\varepsilon(0)=e\,w_L^2/w_0^2$. This is the Lyddane–Sachs–Teller relation for a single mode, with $w_L$ given by its formula in the model and not identified with a phonon frequency of a crystal. It holds for every real $g$.

```lean
/-- Lyddane–Sachs–Teller relation: for positive background and resonance frequency, the static
dielectric constant is the background times the squared ratio of longitudinal frequency to `w0`. -/
theorem lyddane_sachs_teller {e w0 : ℝ} (he : 0 < e) (h0 : 0 < w0) (wp g : ℝ) :
    dielectric e w0 wp g 0 =
      e * ((longitudinalFrequency e w0 wp : ℂ) ^ 2 / (w0 : ℂ) ^ 2) := by
  have hd : lorentzDen w0 g 0 ≠ 0 := by simp [lorentzDen, h0.ne']
  rw [dielectric_factor he wp hd]
  simp [lorentzDen, mul_div_assoc]
```

For $e=1$ the loss oscillator has squared frequency $w_0^2+w_p^2$. The last theorem writes out this reciprocal and the position of its peak; the absorption peak for $e=1$ is already contained in `absorption_and_loss_peaks`.

```lean
/-- For background constant one and positive `w0`, `wp`, `g`, `-1/eps` is `-1` plus an oscillator
with squared frequency `w0² + wp²`, and over positive frequencies `w Im(-1/eps)` is maximal
exactly at `√(w0² + wp²)`. -/
theorem loss_unit_background {w0 wp g w : ℝ} (h0 : 0 < w0) (hp : 0 < wp) (hg : 0 < g)
    (hw : 0 < w) :
    -1 / dielectric 1 w0 wp g w =
      -1 + (wp : ℂ) ^ 2 / ((w0 : ℂ) ^ 2 + (wp : ℂ) ^ 2 - (w : ℂ) ^ 2 - I * g * w) ∧
    ((∀ v : ℝ, 0 < v → v * (-1 / dielectric 1 w0 wp g v).im ≤
      w * (-1 / dielectric 1 w0 wp g w).im) ↔ w = √(w0 ^ 2 + wp ^ 2)) := by
  constructor
  · have hd : lorentzDen (longitudinalFrequency 1 w0 wp) g w =
        (w0 : ℂ) ^ 2 + (wp : ℂ) ^ 2 - (w : ℂ) ^ 2 - I * g * w := by
      unfold lorentzDen
      rw [longitudinalFrequency_sq one_pos]
      simp
    rw [neg_inv_dielectric one_pos h0 hg, hd]
    simp
  · have hL : longitudinalFrequency 1 w0 wp = √(w0 ^ 2 + wp ^ 2) := by
      simp [longitudinalFrequency]
    rw [← hL]
    exact (absorption_and_loss_peaks one_pos h0 hp hg hw).2.1

end

end LorentzEnergyLoss
```

```lean
#print axioms LorentzEnergyLoss.dielectric_ne_zero
-- 'LorentzEnergyLoss.dielectric_ne_zero' depends on axioms: [propext, Classical.choice, Quot.sound]
#print axioms LorentzEnergyLoss.loss_peak_height
-- 'LorentzEnergyLoss.loss_peak_height' depends on axioms: [propext, Classical.choice, Quot.sound]
#print axioms LorentzEnergyLoss.lyddane_sachs_teller
-- 'LorentzEnergyLoss.lyddane_sachs_teller' depends on axioms: [propext, Classical.choice, Quot.sound]
#print axioms LorentzEnergyLoss.loss_unit_background
-- 'LorentzEnergyLoss.loss_unit_background' depends on axioms: [propext, Classical.choice, Quot.sound]
```

For electron energy loss and inelastic X-ray scattering at small momentum transfer, the result relates the transverse resonance $w_0$ to the longitudinal frequency $w_L$ at which the loss function, once multiplied by $w$, has its peak, as long as one oscillator with constant damping describes the response.
